# In a harmonic model, a spring restraint lowers the minimum energy by L²/(2(K+k)) relative to the exact constraint

If a spring holds a coordinate near its target during a geometry optimisation, and the resulting energy, spring term included, is read as the constrained one, the value is too low whenever a constraint force is present, provided that the restrained and the constrained search each reach their lowest minimum. Along a scan the error changes with that force, so the energy profile is distorted. For a quadratic energy with a positive definite force-constant matrix and a linear restrained coordinate, the error is L²/(2(K+k)), where L is the constraint force, K the force constant of the spring and k the effective stiffness along the coordinate. Where this model holds and k is known, the error can be removed from a restrained electronic-structure scan.

## Energies, stiffness and forces

Write ⟨u,v⟩ for the dot product. The force-constant matrix is A, the constant load is b, and the coordinate ⟨a,x⟩ has target c. The two energies are

E(x) = ⟨x,Ax⟩/2 − ⟨b,x⟩
W(x) = E(x) + K(⟨a,x⟩ − c)²/2.

The spring carries a factor ½; a program that omits it has half this K. Configurations are real vectors `n → ℝ` over a finite index type, `⬝ᵥ` is the dot product and `*ᵥ` applies a matrix.

In Lean 4 with Mathlib:

```lean
import Mathlib

open Matrix

namespace HarmonicRestraint

noncomputable section

variable {n : Type*} [Fintype n] [DecidableEq n]

/-- The harmonic energy `⟨x, A x⟩ / 2 - ⟨b, x⟩` with force-constant matrix `A` and load `b`. -/
def energy (A : Matrix n n ℝ) (b x : n → ℝ) : ℝ :=
  (x ⬝ᵥ (A *ᵥ x)) / 2 - b ⬝ᵥ x

/-- The harmonic energy plus a spring of strength `K` that pulls the coordinate `⟨a, x⟩`
towards the target `c`. -/
def restrainedEnergy (A : Matrix n n ℝ) (a b : n → ℝ) (c K : ℝ) (x : n → ℝ) : ℝ :=
  energy A b x + K * (a ⬝ᵥ x - c) ^ 2 / 2
```

The effective stiffness is k = 1/⟨a,A⁻¹a⟩, and L = k(c − ⟨a,A⁻¹b⟩) is the constraint force. L is positive when the target exceeds the unconstrained value; a Lagrange multiplier may carry the opposite sign.

```lean
/-- The effective stiffness `k = 1 / ⟨a, A⁻¹ a⟩` along the coordinate `⟨a, x⟩`,
for positive definite `A` and nonzero `a`. -/
def stiffness (A : Matrix n n ℝ) (a : n → ℝ) : ℝ :=
  1 / (a ⬝ᵥ (A⁻¹ *ᵥ a))

/-- The constraint force `L = k (c - ⟨a, A⁻¹ b⟩)`, for positive definite `A` and nonzero `a`. -/
def constraintForce (A : Matrix n n ℝ) (a b : n → ℝ) (c : ℝ) : ℝ :=
  stiffness A a * (c - a ⬝ᵥ (A⁻¹ *ᵥ b))
```

An extra force f along a moves the equilibrium to A⁻¹(b + fa). Below, p is this point for f = L, and q, `restrainedPoint` in the code, is the one for f = KL/(K+k).

```lean
/-- The configuration `A⁻¹ (b + f a)` reached under an extra force `f` along `a`,
for invertible `A`. -/
def pulled (A : Matrix n n ℝ) (a b : n → ℝ) (f : ℝ) : n → ℝ :=
  A⁻¹ *ᵥ (b + f • a)

/-- The configuration pulled by the force `K L / (K + k)`, for positive definite `A`,
nonzero `a` and positive `K`. -/
def restrainedPoint (A : Matrix n n ℝ) (a b : n → ℝ) (c K : ℝ) : n → ℝ :=
  pulled A a b (K * constraintForce A a b c / (K + stiffness A a))
```

## Positive definite A: a stable harmonic well

`A.PosDef` includes symmetry and says that every nonzero displacement from the equilibrium A⁻¹b costs energy. For a free molecule, overall translations and rotations must first be removed. By hand, the hypothesis gives A⁻¹ and the expansion about a point r with Ar = b + fa. With u = x − r,

E(x) = E(r) + ⟨Ar − b,u⟩ + ⟨u,Au⟩/2
= E(r) + f⟨a,u⟩ + ⟨u,Au⟩/2.

`mulVec_pulled` proves the force balance, `stiffness_spec` proves k > 0 for a ≠ 0, and `energy_expand` proves the expansion, using the symmetry of A to combine the cross terms.

```lean
/-- For positive definite `A`, the pulled configuration is in force balance:
`A x = b + f a`. -/
theorem mulVec_pulled {A : Matrix n n ℝ} (hA : A.PosDef) (a b : n → ℝ) (f : ℝ) :
    A *ᵥ pulled A a b f = b + f • a := by
  have h : IsUnit A.det := hA.det_pos.ne'.isUnit
  rw [pulled, Matrix.mulVec_mulVec, Matrix.mul_nonsing_inv _ h, Matrix.one_mulVec]

/-- For positive definite `A` and nonzero `a`, the effective stiffness is positive and is the
reciprocal of the compliance `⟨a, A⁻¹ a⟩`. -/
theorem stiffness_spec {A : Matrix n n ℝ} (hA : A.PosDef) {a : n → ℝ} (ha : a ≠ 0) :
    0 < stiffness A a ∧ stiffness A a * (a ⬝ᵥ (A⁻¹ *ᵥ a)) = 1 := by
  have h := hA.inv.dotProduct_mulVec_pos ha
  rw [star_trivial] at h
  exact ⟨one_div_pos.mpr h, one_div_mul_cancel h.ne'⟩

omit [DecidableEq n] in
/-- Let `A` be positive definite and `p` balanced under an extra force `f` along `a`. The energy of
any `x` is that of `p`, plus the work `f ⟨a, x - p⟩`, plus `⟨x - p, A (x - p)⟩ / 2`. -/
theorem energy_expand {A : Matrix n n ℝ} (hA : A.PosDef) {a b p : n → ℝ} {f : ℝ}
    (hp : A *ᵥ p = b + f • a) (x : n → ℝ) :
    energy A b x = energy A b p + f * (a ⬝ᵥ x - a ⬝ᵥ p)
      + ((x - p) ⬝ᵥ (A *ᵥ (x - p))) / 2 := by
  have hT : Aᵀ = A := by
    have h := hA.isHermitian.eq
    rwa [Matrix.conjTranspose_eq_transpose_of_trivial] at h
  -- symmetry of the force constants
  have hs : p ⬝ᵥ (A *ᵥ x) = x ⬝ᵥ (A *ᵥ p) := by
    rw [Matrix.dotProduct_mulVec, ← Matrix.mulVec_transpose, hT, dotProduct_comm]
  -- force balance, projected on an arbitrary direction
  have hb : ∀ y : n → ℝ, y ⬝ᵥ (A *ᵥ p) = b ⬝ᵥ y + f * (a ⬝ᵥ y) := by
    intro y
    rw [hp, dotProduct_add, dotProduct_smul, smul_eq_mul, dotProduct_comm y b,
      dotProduct_comm y a]
  simp only [energy, Matrix.mulVec_sub, dotProduct_sub, sub_dotProduct]
  linear_combination hb x - hb p + hs / 2
```

If a ≠ 0 and some u with ⟨a,u⟩ = 0 had ⟨u,Au⟩ < 0, both minimisations would be unbounded below. This example excludes only negative curvature within the constraint surface.

## Nonzero a: a coordinate that can be moved

With a ≠ 0, ⟨a,A⁻¹a⟩ = 1/k is positive, and

⟨a,p⟩ = ⟨a,A⁻¹b⟩ + L/k = c.

On the surface ⟨a,x⟩ = c the linear term about p vanishes, so E(x) ≥ E(p). `constrained_isLeast` follows these two steps. `IsLeast` means a lower bound that is attained.

```lean
/-- For positive definite `A` and nonzero `a`, the minimum of the energy on the surface
`⟨a, x⟩ = c` is attained at the configuration pulled by the constraint force, which lies
on that surface. -/
theorem constrained_isLeast {A : Matrix n n ℝ} (hA : A.PosDef) {a : n → ℝ} (ha : a ≠ 0)
    (b : n → ℝ) (c : ℝ) :
    a ⬝ᵥ pulled A a b (constraintForce A a b c) = c ∧
    IsLeast (energy A b '' {x | a ⬝ᵥ x = c})
      (energy A b (pulled A a b (constraintForce A a b c))) := by
  have hc : a ⬝ᵥ pulled A a b (constraintForce A a b c) = c := by
    rw [pulled, Matrix.mulVec_add, Matrix.mulVec_smul, dotProduct_add, dotProduct_smul,
      smul_eq_mul, constraintForce]
    linear_combination (c - a ⬝ᵥ (A⁻¹ *ᵥ b)) * (stiffness_spec hA ha).2
  refine ⟨hc, ⟨_, hc, rfl⟩, ?_⟩
  rintro _ ⟨x, hx, rfl⟩
  have hx' : a ⬝ᵥ x = c := hx
  -- the constraint force does no work along the surface
  have h := energy_expand hA (mulVec_pulled hA a b (constraintForce A a b c)) x
  rw [hx', hc, sub_self, mul_zero] at h
  have hq := hA.posSemidef.dotProduct_mulVec_nonneg
    (x - pulled A a b (constraintForce A a b c))
  rw [star_trivial] at hq
  linarith
```

If a = 0 and c ≠ 0, the surface is empty and there is no constrained minimum.

## Positive K: a spring that pulls towards the target

Let d = c − ⟨a,q⟩. Then

d = L/k − KL/(k(K+k)) = L/(K+k),

so the spring force Kd is exactly the force that defines q. Put u = x − q and s = ⟨a,u⟩. The linear term Kds from E cancels −Kds from the spring, leaving

W(x) = W(q) + ⟨u,Au⟩/2 + Ks²/2 ≥ W(q).

`restraint_violation` gives d, and `restrained_expand` gives the last equality.

```lean
/-- For positive definite `A`, nonzero `a` and `K > 0`, the configuration `restrainedPoint`
misses the target value `c` by `L / (K + k)`. -/
theorem restraint_violation {A : Matrix n n ℝ} (hA : A.PosDef) {a : n → ℝ} (ha : a ≠ 0)
    (b : n → ℝ) (c : ℝ) {K : ℝ} (hK : 0 < K) :
    c - a ⬝ᵥ restrainedPoint A a b c K
      = constraintForce A a b c / (K + stiffness A a) := by
  obtain ⟨hk, hkg⟩ := stiffness_spec hA ha
  have hne : K + stiffness A a ≠ 0 := (add_pos hK hk).ne'
  have hdef : constraintForce A a b c = stiffness A a * (c - a ⬝ᵥ (A⁻¹ *ᵥ b)) := rfl
  have hL : constraintForce A a b c * (a ⬝ᵥ (A⁻¹ *ᵥ a)) = c - a ⬝ᵥ (A⁻¹ *ᵥ b) := by
    rw [hdef]
    linear_combination (c - a ⬝ᵥ (A⁻¹ *ᵥ b)) * hkg
  have hd := div_mul_cancel₀ (K * constraintForce A a b c) hne
  rw [eq_div_iff hne, restrainedPoint, pulled, Matrix.mulVec_add, Matrix.mulVec_smul,
    dotProduct_add, dotProduct_smul, smul_eq_mul]
  linear_combination -(a ⬝ᵥ (A⁻¹ *ᵥ a)) * hd - K * hL - hdef

/-- For positive definite `A`, nonzero `a` and `K > 0`, the restrained energy of any `x` exceeds
that of `restrainedPoint` by `⟨u, A u⟩ / 2 + K ⟨a, u⟩² / 2`, where `u` is the displacement of `x`
from `restrainedPoint`. -/
theorem restrained_expand {A : Matrix n n ℝ} (hA : A.PosDef) {a : n → ℝ} (ha : a ≠ 0)
    (b : n → ℝ) (c : ℝ) {K : ℝ} (hK : 0 < K) (x : n → ℝ) :
    restrainedEnergy A a b c K x = restrainedEnergy A a b c K (restrainedPoint A a b c K)
      + ((x - restrainedPoint A a b c K) ⬝ᵥ (A *ᵥ (x - restrainedPoint A a b c K))) / 2
      + K * (a ⬝ᵥ x - a ⬝ᵥ restrainedPoint A a b c K) ^ 2 / 2 := by
  have hp : A *ᵥ restrainedPoint A a b c K
      = b + (K * constraintForce A a b c / (K + stiffness A a)) • a := mulVec_pulled hA a b _
  -- the pulling force is the force of the stretched spring
  have hf : K * constraintForce A a b c / (K + stiffness A a)
      = K * (c - a ⬝ᵥ restrainedPoint A a b c K) := by
    rw [restraint_violation hA ha b c hK, mul_div_assoc]
  have h := energy_expand hA hp x
  unfold restrainedEnergy
  linear_combination h + (a ⬝ᵥ x - a ⬝ᵥ restrainedPoint A a b c K) * hf
```

For K < −k, W has negative curvature along A⁻¹a and no minimum. That rules out only K < −k; the formula for the gap still holds at K = 0.

## Ec as the true constrained minimum

The hypothesis `hEc` says that Ec is the attained minimum of E on the surface, so Ec = E(p) by uniqueness. With Q = ⟨p−q,A(p−q)⟩, expanding W(p) about q and E(q) about p gives

Ec = W(q) + Q/2 + Kd²/2
W(q) = Ec − Ld + Q/2 + Kd²/2.

Subtracting,

W(q) = Ec − Ld/2 = Ec − L²/(2(K+k)).

In `restrained_minimum`, `h1` and `h2` are these expansions, and `linear_combination` subtracts them. `restrained_expand` then shows that W(q) is the minimum.

```lean
/-- Let `A` be positive definite, `a` nonzero, `K > 0`, and `Ec` the minimum of the energy under
the constraint `⟨a, x⟩ = c`. The restrained energy attains its minimum, and that minimum lies
below `Ec` by exactly `L² / (2 (K + k))`. -/
theorem restrained_minimum {A : Matrix n n ℝ} (hA : A.PosDef) {a : n → ℝ} (ha : a ≠ 0)
    (b : n → ℝ) (c : ℝ) {K : ℝ} (hK : 0 < K) {Ec : ℝ}
    (hEc : IsLeast (energy A b '' {x | a ⬝ᵥ x = c}) Ec) :
    IsLeast (Set.range (restrainedEnergy A a b c K))
      (Ec - constraintForce A a b c ^ 2 / (2 * (K + stiffness A a))) := by
  obtain ⟨hc, hmin⟩ := constrained_isLeast hA ha b c
  have hE := hEc.unique hmin
  have hv := restraint_violation hA ha b c hK
  have hX : constraintForce A a b c ^ 2 / (2 * (K + stiffness A a))
      = constraintForce A a b c * (c - a ⬝ᵥ restrainedPoint A a b c K) / 2 := by
    rw [hv, ← mul_div_assoc, div_div, sq, mul_comm (2 : ℝ)]
  -- expand the restrained energy of the constrained minimizer, and the energy the other way
  have h1 := restrained_expand hA ha b c hK (pulled A a b (constraintForce A a b c))
  have h2 := energy_expand hA (mulVec_pulled hA a b (constraintForce A a b c))
    (restrainedPoint A a b c K)
  have hq : (restrainedPoint A a b c K - pulled A a b (constraintForce A a b c)) ⬝ᵥ
        (A *ᵥ (restrainedPoint A a b c K - pulled A a b (constraintForce A a b c)))
      = (pulled A a b (constraintForce A a b c) - restrainedPoint A a b c K) ⬝ᵥ
        (A *ᵥ (pulled A a b (constraintForce A a b c) - restrainedPoint A a b c K)) := by
    rw [← neg_sub (pulled A a b (constraintForce A a b c)) (restrainedPoint A a b c K),
      Matrix.mulVec_neg, neg_dotProduct, dotProduct_neg, neg_neg]
  have hgap : Ec - constraintForce A a b c ^ 2 / (2 * (K + stiffness A a))
      = restrainedEnergy A a b c K (restrainedPoint A a b c K) := by
    rw [hX, hE]
    unfold restrainedEnergy at h1 ⊢
    rw [hc] at h1 h2
    linear_combination (h1 - h2) / 2 - hq / 4
  rw [hgap]
  refine ⟨⟨_, rfl⟩, ?_⟩
  rintro _ ⟨x, rfl⟩
  have h := restrained_expand hA ha b c hK x
  have hp := hA.posSemidef.dotProduct_mulVec_nonneg (x - restrainedPoint A a b c K)
  rw [star_trivial] at hp
  have hs := mul_nonneg hK.le (sq_nonneg (a ⬝ᵥ x - a ⬝ᵥ restrainedPoint A a b c K))
  linarith
```

If Ec came from an unconverged constrained optimisation, its error would pass unchanged into the predicted restrained minimum.

## A converged restrained optimisation

The hypothesis `hx` says that x minimises W globally. The expansion about q then forces Ks² = 0, hence ⟨a,x⟩ = ⟨a,q⟩ and L = (K+k)(c − ⟨a,x⟩). Substituting into the gap,

Ec = W(x) + (K+k)(c − ⟨a,x⟩)²/2.

The correction needs only the observed violation, K and k.

```lean
/-- Let `A` be positive definite, `a` nonzero and `K > 0`. If `x` minimizes the restrained energy,
the constrained minimum `Ec` is the restrained energy of `x` plus `(K + k) (c - ⟨a, x⟩)² / 2`. -/
theorem constrained_from_restrained {A : Matrix n n ℝ} (hA : A.PosDef) {a : n → ℝ} (ha : a ≠ 0)
    (b : n → ℝ) (c : ℝ) {K : ℝ} (hK : 0 < K) {Ec : ℝ}
    (hEc : IsLeast (energy A b '' {x | a ⬝ᵥ x = c}) Ec) {x : n → ℝ}
    (hx : ∀ y, restrainedEnergy A a b c K x ≤ restrainedEnergy A a b c K y) :
    Ec = restrainedEnergy A a b c K x + (K + stiffness A a) * (c - a ⬝ᵥ x) ^ 2 / 2 := by
  have hpos : 0 < K + stiffness A a := add_pos hK (stiffness_spec hA ha).1
  have hleast : IsLeast (Set.range (restrainedEnergy A a b c K))
      (restrainedEnergy A a b c K x) :=
    ⟨⟨x, rfl⟩, by rintro _ ⟨y, rfl⟩; exact hx y⟩
  have hE := (restrained_minimum hA ha b c hK hEc).unique hleast
  -- every minimizer has the same value of the restrained coordinate
  have h := restrained_expand hA ha b c hK x
  have hp := hA.posSemidef.dotProduct_mulVec_nonneg (x - restrainedPoint A a b c K)
  rw [star_trivial] at hp
  have h0 : K * (a ⬝ᵥ x - a ⬝ᵥ restrainedPoint A a b c K) ^ 2 ≤ K * 0 := by
    linarith [hx (restrainedPoint A a b c K)]
  have h1 := le_antisymm (le_of_mul_le_mul_left h0 hK) (sq_nonneg _)
  have hs := sub_eq_zero.mp (pow_eq_zero_iff two_ne_zero |>.mp h1)
  have hv := restraint_violation hA ha b c hK
  rw [← hs, eq_div_iff hpos.ne'] at hv
  have hg : constraintForce A a b c ^ 2 / (2 * (K + stiffness A a))
      = (K + stiffness A a) * (c - a ⬝ᵥ x) ^ 2 / 2 := by
    rw [div_eq_iff (mul_pos two_pos hpos).ne']
    linear_combination
      -((c - a ⬝ᵥ x) * (K + stiffness A a) + constraintForce A a b c) * hv
  linarith

end

end HarmonicRestraint
```

Without convergence this can fail: a point on the surface other than p receives no correction, yet its energy lies above Ec.

Applying the formula to a molecule assumes that its energy is quadratic and its restrained coordinate linear over the region containing both minimisers.

```lean
#print axioms HarmonicRestraint.restrained_minimum
#print axioms HarmonicRestraint.constrained_from_restrained
```

```
'HarmonicRestraint.restrained_minimum' depends on axioms: [propext, Classical.choice, Quot.sound]
'HarmonicRestraint.constrained_from_restrained' depends on axioms: [propext, Classical.choice, Quot.sound]
```
